# Core and Valence Forms of the Derivative of a Local Exchange-Correlation Energy in a One-Dimensional Periodic Cell with Fixed Valence Density

Q: An atom in a crystal is displaced slightly. Its pseudopotential carries a partial core density, which moves rigidly with the atom, and the exchange-correlation energy is evaluated at the sum of valence and core densities. That energy changes, so there is a contribution to the force. I have seen it written with the gradient of the core density, and I am told that the gradient of the valence density serves as well. How can that be, when the valence density has not moved?

A: Take one dimension and a cell of length $L$ with one core in it; several cores come later. Let $v$ be the valence density, $c$ the core density, $R$ the core position and $F(n)$ the exchange-correlation energy per length, and let $v$, $c$ and $F$ be continuously differentiable. Write
$$n(x)=v(x)+c(x-R),\qquad E(R)=\int_0^L F(n(x))\,dx .$$
The derivative $F'(n(x))$ is the exchange-correlation potential. At fixed $x$ the chain rule gives $\partial_R F(n(x))=-F'(n(x))\,c'(x-R)$. This is continuous in $R$ and $x$ together, hence bounded for $x$ in the cell and core positions within distance 1 of $R$, so we may differentiate under the integral:
$$E'(R)=-\int_0^L F'(n(x))\,c'(x-R)\,dx .$$

Q: That is the core form. Where does $v'$ come in?

A: Through periodicity. If $v$ and $c$ have period $L$, then $n(L)=n(0)$, and
$$0=F(n(L))-F(n(0))=\int_0^L F'(n)\,n'\,dx=\int_0^L F'(n)\,v'\,dx+\int_0^L F'(n)\,c'(x-R)\,dx .$$
Hence $E'(R)=\int_0^L F'(n)\,v'\,dx$. Physically, moving the core to the right changes the energy exactly as moving the valence density to the left does.

Q: Show me with numbers.

A: Take $L=1$, $F(n)=n^2$ and $v(x)=c(x)=1+\cos 2\pi x$. This $F$ is chosen for easy integrals; it is not a realistic exchange-correlation energy, which would be negative, so the sign of the force below has no physical meaning. Expanding the square gives $E(R)=5+\cos 2\pi R$, so $E'(1/4)=-2\pi$. At $R=1/4$ we have $n=2+\cos 2\pi x+\sin 2\pi x$, $c'(x-R)=2\pi\cos 2\pi x$ and $v'(x)=-2\pi\sin 2\pi x$. The core form is $-\int_0^1 2n\cdot 2\pi\cos 2\pi x\,dx=-2\pi$, and the valence form is $-\int_0^1 2n\cdot 2\pi\sin 2\pi x\,dx=-2\pi$. The force is minus the derivative, $+2\pi$.

Q: Now the formal version. What are the objects?

A: Densities are functions from `ℝ` to `ℝ`.

```lean
import Mathlib

open MeasureTheory

namespace NonlinearCoreForce

noncomputable section
```

The energy takes the energy density, the cell length and the total density as arguments.

```lean
/-- The exchange-correlation energy of the density `n` in the cell `[0, L]`, with energy
per length `F (n x)`. -/
def xcEnergy (F : ℝ → ℝ) (L : ℝ) (n : ℝ → ℝ) : ℝ := ∫ x in (0 : ℝ)..L, F (n x)
```

For one core, `density v c R x` is $v(x)+c(x-R)$.

```lean
/-- Valence density `v` plus a partial core density `c` displaced by `R`. -/
def density (v c : ℝ → ℝ) (R x : ℝ) : ℝ := v x + c (x - R)
```

For several atoms, labelled by a finite type `ι`, each atom `a` has its own core density `c a` and position `R a`.

```lean
/-- Valence density `v` plus the partial core densities `c a` of several atoms, displaced
by `R a`. -/
def crystalDensity {ι : Type*} [Fintype ι] (v : ℝ → ℝ) (c : ι → ℝ → ℝ) (R : ι → ℝ)
    (x : ℝ) : ℝ := v x + ∑ a, c a (x - R a)
```

Q: In a crystal the core density is localised on an atom. Why may $c$ be periodic?

A: Read $c$ as the core density summed over all periodic images. Changing $R$ then moves an atom together with its images, and $E$ is the energy per cell.

Q: And what has been idealised away?

A: The functional is local: $F$ depends on the density at a point, with no gradients and no spin. It must be continuously differentiable on all of $\mathbb R$, written `ContDiff ℝ 1 F`. The local exchange form of three dimensions, proportional to $-n^{4/3}$, qualifies if it is extended to negative $n$ as $-|n|^{4/3}$. Positivity of the densities is not required.

The valence density is also held fixed while the core moves. In a self-consistent calculation it responds, and dropping that response from the force rests on a variational argument about the total energy, which is not proved here. What is treated here is the explicit core-correction term that enters the atomic forces in pseudopotential calculations, for a one-dimensional local functional.

Q: Then take me through the proof. Where is the periodicity argument?

A: It comes first, for any periodic density `n` with continuous derivative `n'`. The chain rule gives `h`, the fundamental theorem of calculus turns the integral into a difference of end values, and `hL` makes them equal.

```lean
/-- For a periodic density, the integral of `F'(n) n'` over one period vanishes. -/
theorem integral_potential_mul_gradient {F n n' : ℝ → ℝ} {L : ℝ} (hF : ContDiff ℝ 1 F)
    (hn : ∀ x, HasDerivAt n (n' x) x) (hn' : Continuous n') (hp : Function.Periodic n L) :
    ∫ x in (0 : ℝ)..L, deriv F (n x) * n' x = 0 := by
  have hnc : Continuous n := continuous_iff_continuousAt.2 fun x => (hn x).continuousAt
  have h : ∀ x ∈ Set.uIcc 0 L,
      HasDerivAt (fun y => F (n y)) (deriv F (n x) * n' x) x := fun x _ =>
    (hF.differentiable (by simp) (n x)).hasDerivAt.comp x (hn x)
  have hi : Continuous fun x => deriv F (n x) * n' x :=
    ((hF.continuous_deriv le_rfl).comp hnc).mul hn'
  have hL : n L = n 0 := by simpa using hp 0
  rw [intervalIntegral.integral_eq_sub_of_hasDerivAt h (hi.intervalIntegrable _ _), hL,
    sub_self]
```

Q: And differentiation under the integral? That is where I usually wave my hands.

A: The next theorem does it, without assuming periodicity. `HasDerivAt f d R` says that `f` is differentiable at `R` with derivative `d`.

```lean
/-- The derivative of the energy with respect to the core position is minus the integral of
`F'(n)` times the gradient of the displaced core density. -/
theorem hasDerivAt_core {F v c : ℝ → ℝ} (hF : ContDiff ℝ 1 F) (hv : Continuous v)
    (hc : ContDiff ℝ 1 c) (L R : ℝ) :
    HasDerivAt (fun s => xcEnergy F L (density v c s))
      (-∫ x in (0 : ℝ)..L, deriv F (density v c R x) * deriv c (x - R)) R := by
  have hn : Continuous fun p : ℝ × ℝ => density v c p.1 p.2 :=
    (hv.comp continuous_snd).add (hc.continuous.comp (continuous_snd.sub continuous_fst))
  have hE : Continuous fun p : ℝ × ℝ => F (density v c p.1 p.2) := hF.continuous.comp hn
  have hD : Continuous fun p : ℝ × ℝ =>
      -(deriv F (density v c p.1 p.2) * deriv c (p.2 - p.1)) :=
    (((hF.continuous_deriv le_rfl).comp hn).mul
      ((hc.continuous_deriv le_rfl).comp (continuous_snd.sub continuous_fst))).neg
  have slice : ∀ s : ℝ, Continuous fun x : ℝ => (s, x) := fun s => by fun_prop
  -- chain rule at a fixed point of space
  have hderiv : ∀ x s : ℝ, HasDerivAt (fun r => F (density v c r x))
      (-(deriv F (density v c s x) * deriv c (x - s))) s := by
    intro x s
    have h1 : HasDerivAt (fun r : ℝ => x - r) (-1) s := (hasDerivAt_id s).const_sub x
    have h2 : HasDerivAt (fun r => density v c r x) (deriv c (x - s) * -1) s :=
      ((hc.differentiable (by simp) (x - s)).hasDerivAt.comp s h1).const_add (v x)
    exact ((hF.differentiable (by simp) (density v c s x)).hasDerivAt.comp s h2).congr_deriv
      (by ring)
  -- a uniform bound for core positions near `R`
  obtain ⟨C, hC⟩ := ((isCompact_Icc (a := R - 1) (b := R + 1)).prod
    (isCompact_uIcc (a := (0 : ℝ)) (b := L))).exists_bound_of_continuousOn hD.continuousOn
  have key := (intervalIntegral.hasDerivAt_integral_of_dominated_loc_of_deriv_le
    (μ := volume) (a := 0) (b := L) (x₀ := R) (s := Set.Icc (R - 1) (R + 1))
    (F := fun s x => F (density v c s x))
    (F' := fun s x => -(deriv F (density v c s x) * deriv c (x - s)))
    (bound := fun _ => C)
    (Icc_mem_nhds (by linarith) (by linarith))
    (Filter.Eventually.of_forall fun s => (hE.comp (slice s)).aestronglyMeasurable)
    ((hE.comp (slice R)).intervalIntegrable _ _)
    (hD.comp (slice R)).aestronglyMeasurable
    (ae_of_all _ fun x hx s hs => hC (s, x) ⟨hs, Set.uIoc_subset_uIcc hx⟩)
    intervalIntegrable_const
    (ae_of_all _ fun x _ s _ => hderiv x s)).2
  rw [← intervalIntegral.integral_neg]
  exact key
```

The proof turns on Mathlib's `intervalIntegral.hasDerivAt_integral_of_dominated_loc_of_deriv_le`. It asks for a neighbourhood of $R$, here $[R-1,R+1]$; for measurability and integrability of the integrand and measurability of its derivative in the parameter at $R$, which follow from continuity; for the derivative in the parameter at each fixed $x$, supplied by `hderiv`; and for an integrable bound on that derivative.

The bound has to hold throughout the neighbourhood, since it is what controls the difference quotients, by the mean value inequality, before the limit is taken. Compactness of the rectangle of core positions and cell points supplies a constant `C`. The lemma's named arguments `F` and `F'` are the whole integrand and its derivative in the core position, not the energy density and the potential. Its conclusion is a pair, and `.2` selects the derivative.

Q: So the main theorem combines the two?

A: Yes. It states both forms as derivatives of the same function at the same point.

```lean
/-- For periodic valence and core densities, the derivative of the energy with respect to the
core position is minus the integral of `F'(n) c'(x - R)`, and it is also the integral of
`F'(n) v'(x)`. -/
theorem nonlinear_core_force {F v c : ℝ → ℝ} {L : ℝ} (hF : ContDiff ℝ 1 F)
    (hv : ContDiff ℝ 1 v) (hc : ContDiff ℝ 1 c) (hpv : Function.Periodic v L)
    (hpc : Function.Periodic c L) (R : ℝ) :
    HasDerivAt (fun s => xcEnergy F L (density v c s))
      (-∫ x in (0 : ℝ)..L, deriv F (density v c R x) * deriv c (x - R)) R ∧
    HasDerivAt (fun s => xcEnergy F L (density v c s))
      (∫ x in (0 : ℝ)..L, deriv F (density v c R x) * deriv v x) R := by
  have hcore := hasDerivAt_core hF hv.continuous hc L R
  refine ⟨hcore, hcore.congr_deriv ?_⟩
  have hsub : Continuous fun x : ℝ => x - R := continuous_id.sub continuous_const
  have hv' := hv.continuous_deriv le_rfl
  have hc' : Continuous fun x => deriv c (x - R) := (hc.continuous_deriv le_rfl).comp hsub
  have hV : Continuous fun x => deriv F (density v c R x) :=
    (hF.continuous_deriv le_rfl).comp (hv.continuous.add (hc.continuous.comp hsub))
  have hp : Function.Periodic (density v c R) L := by
    intro x
    change v (x + L) + c (x + L - R) = v x + c (x - R)
    rw [hpv x, show x + L - R = (x - R) + L by ring, hpc]
  -- split the total gradient into valence and core parts
  have h0 := integral_potential_mul_gradient (n := density v c R)
    (n' := fun x => deriv v x + deriv c (x - R)) hF
    (fun x => (hv.differentiable (by simp) x).hasDerivAt.add
      (HasDerivAt.comp_sub_const x R (hc.differentiable (by simp) (x - R)).hasDerivAt))
    (hv'.add hc') hp
  simp only [mul_add] at h0
  have i1 : Continuous fun x => deriv F (density v c R x) * deriv v x := hV.mul hv'
  have i2 : Continuous fun x => deriv F (density v c R x) * deriv c (x - R) := hV.mul hc'
  rw [intervalIntegral.integral_add (i1.intervalIntegrable _ _)
    (i2.intervalIntegrable _ _)] at h0
  linarith
```

The first half is `hasDerivAt_core`. For the second, `hp` shows that the total density is periodic, `h0` is the vanishing integral for its gradient, and `integral_add` splits that into valence and core parts. The final `linarith` solves for the valence integral.

Q: My crystal has several atoms in the cell, and I move one at a time.

A: Then treat everything except atom $a$ as background:
$$w(x)=v(x)+\sum_{b\ne a}c_b(x-R_b),\qquad n(x)=w(x)+c_a(x-R_a).$$
The one-core result with $w$ in place of $v$ gives
$$\frac{\partial E}{\partial R_a}=-\int_0^L F'(n)\,c_a'(x-R_a)\,dx .$$
In Lean, `Function.update R a s` puts atom `a` at `s` and leaves the others alone. The step `hsplit` rewrites the crystal density as `density w (c a) s`.

```lean
/-- With several atoms, the derivative of the energy with respect to the position of atom `a`
alone is minus the integral of `F'(n)` times the gradient of the core density of that atom. -/
theorem hasDerivAt_one_atom {ι : Type*} [Fintype ι] [DecidableEq ι] {F v : ℝ → ℝ}
    {c : ι → ℝ → ℝ} (hF : ContDiff ℝ 1 F) (hv : Continuous v)
    (hc : ∀ a, ContDiff ℝ 1 (c a)) (L : ℝ) (R : ι → ℝ) (a : ι) :
    HasDerivAt (fun s => xcEnergy F L (crystalDensity v c (Function.update R a s)))
      (-∫ x in (0 : ℝ)..L, deriv F (crystalDensity v c R x) * deriv (c a) (x - R a))
      (R a) := by
  -- the other cores join the valence density as a fixed background
  let w : ℝ → ℝ := fun x => v x + ∑ b ∈ Finset.univ.erase a, c b (x - R b)
  have hw : Continuous w := hv.add (continuous_finsetSum _ fun b _ =>
    (hc b).continuous.comp (continuous_id.sub continuous_const))
  have hsplit : ∀ s, crystalDensity v c (Function.update R a s) = density w (c a) s := by
    intro s
    funext x
    have h1 : ∑ b ∈ Finset.univ.erase a, c b (x - Function.update R a s b)
        = ∑ b ∈ Finset.univ.erase a, c b (x - R b) :=
      Finset.sum_congr rfl fun b hb => by
        rw [Function.update_of_ne (Finset.ne_of_mem_erase hb)]
    have h2 := Finset.add_sum_erase Finset.univ
      (fun b => c b (x - Function.update R a s b)) (Finset.mem_univ a)
    simp only [Function.update_self] at h2
    rw [h1] at h2
    simp only [crystalDensity, density, w]
    linarith
  have hR : crystalDensity v c R = density w (c a) (R a) := by
    rw [← hsplit, Function.update_eq_self]
  rw [hR]
  simp only [hsplit]
  exact hasDerivAt_core hF hw (hc a) L (R a)
```

Q: Does each atom then have its own valence form?

A: Not with $v'$ alone: for a single atom, the gradient of the whole background $w$ would appear. The valence gradient by itself gives the sum over atoms. Since $n'=v'+\sum_a c_a'(x-R_a)$ and $\int_0^L F'(n)\,n'\,dx=0$,
$$\sum_a\frac{\partial E}{\partial R_a}=-\int_0^L F'(n)\sum_a c_a'(x-R_a)\,dx=\int_0^L F'(n)\,v'\,dx .$$

```lean
/-- Sum rule: for periodic densities, the derivatives of the energy with respect to the
individual core positions add up to the integral of `F'(n) v'`. -/
theorem core_force_sum_rule {ι : Type*} [Fintype ι] [DecidableEq ι] {F v : ℝ → ℝ}
    {c : ι → ℝ → ℝ} {L : ℝ} (hF : ContDiff ℝ 1 F) (hv : ContDiff ℝ 1 v)
    (hc : ∀ a, ContDiff ℝ 1 (c a)) (hpv : Function.Periodic v L)
    (hpc : ∀ a, Function.Periodic (c a) L) (R : ι → ℝ) :
    ∑ a, deriv (fun s => xcEnergy F L (crystalDensity v c (Function.update R a s))) (R a)
      = ∫ x in (0 : ℝ)..L, deriv F (crystalDensity v c R x) * deriv v x := by
  rw [Finset.sum_congr rfl fun a _ => (hasDerivAt_one_atom hF hv.continuous hc L R a).deriv]
  have hsub : ∀ a, Continuous fun x : ℝ => x - R a := fun a =>
    continuous_id.sub continuous_const
  have hv' := hv.continuous_deriv le_rfl
  have hc' : ∀ a, Continuous fun x => deriv (c a) (x - R a) := fun a =>
    ((hc a).continuous_deriv le_rfl).comp (hsub a)
  have hV : Continuous fun x => deriv F (crystalDensity v c R x) :=
    (hF.continuous_deriv le_rfl).comp (hv.continuous.add
      (continuous_finsetSum _ fun a _ => (hc a).continuous.comp (hsub a)))
  have hp : Function.Periodic (crystalDensity v c R) L := by
    intro x
    change v (x + L) + ∑ a, c a (x + L - R a) = v x + ∑ a, c a (x - R a)
    rw [hpv x]
    congr 1
    refine Finset.sum_congr rfl fun a _ => ?_
    rw [show x + L - R a = (x - R a) + L by ring, hpc a]
  have h0 := integral_potential_mul_gradient (n := crystalDensity v c R)
    (n' := fun x => deriv v x + ∑ a, deriv (c a) (x - R a)) hF
    (fun x => (hv.differentiable (by simp) x).hasDerivAt.add
      (HasDerivAt.fun_sum fun a _ => HasDerivAt.comp_sub_const x (R a)
        ((hc a).differentiable (by simp) (x - R a)).hasDerivAt))
    (hv'.add (continuous_finsetSum _ fun a _ => hc' a)) hp
  simp only [mul_add, Finset.mul_sum] at h0
  have i1 : Continuous fun x => deriv F (crystalDensity v c R x) * deriv v x := hV.mul hv'
  have i2 : ∀ a, Continuous fun x =>
      deriv F (crystalDensity v c R x) * deriv (c a) (x - R a) := fun a => hV.mul (hc' a)
  have i3 : Continuous fun x =>
      ∑ a, deriv F (crystalDensity v c R x) * deriv (c a) (x - R a) :=
    continuous_finsetSum _ fun a _ => i2 a
  rw [intervalIntegral.integral_add (i1.intervalIntegrable _ _) (i3.intervalIntegrable _ _),
    intervalIntegral.integral_finsetSum
      (fun a _ => (i2 a).intervalIntegrable _ _)] at h0
  rw [Finset.sum_neg_distrib]
  linarith
```

The proof first replaces each `deriv` by the integral from `hasDerivAt_one_atom`. It then applies the vanishing integral to the crystal density and exchanges the finite sum with the integral.

Q: So this part of the net force need not vanish?

A: Right. By the sum rule it equals $-\int_0^L F'(n)\,v'\,dx$. This can be nonzero, as the example with one core showed, because the valence density stays behind when the cores move.

Q: Last doubt. Is periodicity really needed for the valence form, or is it only convenient?

A: Without it the formula can fail. As a purely mathematical test, not a model of a crystal, take $F(n)=n$, $v(x)=x$, $c=0$ and $L=1$. The energy is $\int_0^1 x\,dx=1/2$ for every $R$, so its derivative is 0, while $\int_0^1 F'(n)\,v'\,dx=1$. The difference is the boundary term $F(n(1))-F(n(0))=1$. In the formal proof, `h.unique h0` uses the fact that a function has only one derivative at a point, and `simp` reduces the resulting equation to the contradiction $1=0$.

```lean
/-- For the non-periodic valence density `v x = x`, with `F n = n` and no core density, the
integral of `F'(n) v'` over `[0, 1]` is not the derivative of the energy at `R = 0`. -/
theorem valence_form_fails_without_periodicity :
    ¬ HasDerivAt (fun s => xcEnergy id 1 (density id (fun _ => 0) s))
      (∫ x in (0 : ℝ)..1, deriv id (density id (fun _ => 0) 0 x) * deriv id x) 0 := by
  intro h
  have h0 : HasDerivAt (fun s => xcEnergy id 1 (density id (fun _ => 0) s)) 0 0 :=
    hasDerivAt_const (0 : ℝ) (xcEnergy id 1 (density id (fun _ => 0) 0))
  have h1 := h.unique h0
  simp at h1

end

end NonlinearCoreForce
```

```lean
#print axioms NonlinearCoreForce.nonlinear_core_force
-- 'NonlinearCoreForce.nonlinear_core_force' depends on axioms: [propext, Classical.choice, Quot.sound]
#print axioms NonlinearCoreForce.core_force_sum_rule
-- 'NonlinearCoreForce.core_force_sum_rule' depends on axioms: [propext, Classical.choice, Quot.sound]
#print axioms NonlinearCoreForce.valence_form_fails_without_periodicity
-- 'NonlinearCoreForce.valence_form_fails_without_periodicity' depends on axioms: [propext, Classical.choice, Quot.sound]
```
